# Zero-temperature limits of one-sided and symmetrized thermal estimators

Suppose a ground-state expectation value is estimated from a single sampling vector $r$ by applying $e^{-\beta H}$ on one side of the observable and increasing $\beta$. The ratio settles down, but possibly to the wrong number. For a two-level system with energies 0 and 1, the flip operator has ground-state expectation value 0, yet with $r=(1,t)$ the ratio converges to $t$. Further cooling does not remove this error; placing a fixed nonzero fraction of the imaginary time on each side of the observable does.

## Projection onto the ground state

Let $H$ be a finite Hermitian matrix, $O$ any matrix of the same size, and $\langle a,b\rangle$ the inner product, conjugate-linear in $a$. Let $H\psi=E_0\psi$ with $\langle\psi,\psi\rangle=1$, and let every eigenvector not proportional to $\psi$ have energy above $E_0$. For $\langle\psi,r\rangle\neq0$ and $0<s<1$, the claim is that, as $\beta\to\infty$,

$$\frac{\langle r,e^{-\beta H}Or\rangle}{\langle r,e^{-\beta H}r\rangle}\to\frac{\langle\psi,Or\rangle}{\langle\psi,r\rangle},\qquad
\frac{\langle u,Ow\rangle}{\langle u,w\rangle}\to\langle\psi,O\psi\rangle,$$

where $u=e^{-s\beta H}r$ and $w=e^{-(1-s)\beta H}r$. At $s=1/2$ the two vectors coincide and the second ratio is the symmetrized estimator.

If $Hv=Ev$, then $H^kv=E^kv$, and the exponential series gives $e^{-\beta H}v=e^{-\beta E}v$. If $H\varphi=E\varphi$ with $E\neq E_0$, then
$$E\langle\psi,\varphi\rangle=\langle\psi,H\varphi\rangle=\langle H\psi,\varphi\rangle=E_0\langle\psi,\varphi\rangle,$$
so $\langle\psi,\varphi\rangle=0$.

Expand $r=\sum_i c_iv_i$ in an eigenbasis with energies $E_i$. Then
$$e^{\beta E_0}e^{-\beta H}r=\sum_i c_i e^{-\beta(E_i-E_0)}v_i .$$
A basis vector proportional to $\psi$ stays fixed and equals $\langle\psi,v_i\rangle\psi$. Any other decays to zero, which is again $\langle\psi,v_i\rangle\psi$ by orthogonality. Summing, $e^{\beta E_0}e^{-\beta H}r\to\langle\psi,r\rangle\psi$.

## Why the two limits differ

Multiply the numerator and denominator of the one-sided ratio by $e^{\beta E_0}$. They tend to $\langle r,\psi\rangle\langle\psi,Or\rangle$ and $\langle r,\psi\rangle\langle\psi,r\rangle$, and $\langle r,\psi\rangle$ cancels. Only the bra has been projected; the ket is still $r$.

In the split ratio, rescale $u$ by $e^{s\beta E_0}$ and $w$ by $e^{(1-s)\beta E_0}$. Both tend to $\langle\psi,r\rangle\psi$, so the numerator tends to $|\langle\psi,r\rangle|^2\langle\psi,O\psi\rangle$ and the denominator to $|\langle\psi,r\rangle|^2$. In the limiting case $s=1$ we have $w=r$, and the one-sided estimator returns. At $s=0$ we have $u=r$, and only the ket is projected. Hence the strict bounds on $s$.

The one-sided limit is correct for every $r$ with overlap exactly when $\langle\psi,Or\rangle=\langle\psi,O\psi\rangle\langle\psi,r\rangle$ for all such $r$. If $\langle\psi,r\rangle=0$, apply this identity to $r+\psi$:
$$\langle\psi,Or\rangle+\langle\psi,O\psi\rangle=\langle\psi,O\psi\rangle,$$
so it holds for $r$ too. The condition is therefore $\psi^\dagger O=\langle\psi,O\psi\rangle\psi^\dagger$: the bra is a left eigenvector of $O$. Conversely, inserting this relation into the one-sided limit gives $\langle\psi,O\psi\rangle$.

## Two levels in numbers

Take $H=\mathrm{diag}(0,1)$, the flip operator $O$, $r=(1,2)$ and $q=e^{-\beta}$. The one-sided and symmetrized estimators are
$$\frac{2+2q}{1+4q},\qquad \frac{4\sqrt q}{1+4q}.$$
At $q=0.01$ ($\beta\approx4.61$) they are about 1.942 and 0.385; at $q=0.0001$ ($\beta\approx9.21$), about 1.999 and 0.040. The first approaches 2, outside the range $[-1,1]$ of expectation values of $O$; the second approaches the correct value 0.

These limits concern a single, fixed sampling vector and an exact exponential; the Krylov-space error of a Lanczos calculation is not included. If the numerator and the denominator are instead averaged separately over random vectors for which the mean of $rr^\dagger$ is a positive multiple of the identity, the ratio of the two averages is the exact thermal value $\mathrm{Tr}(e^{-\beta H}O)/\mathrm{Tr}\,e^{-\beta H}$ at every $\beta$, for both estimators.

## The estimators in Lean

The finite type `n` labels the basis states.

```lean
import Mathlib

open Filter Topology Matrix

namespace ThermalLanczosEstimators

noncomputable section

variable {n : Type*} [Fintype n] [DecidableEq n]
```

The Boltzmann operator is the true matrix exponential, with $\beta$ and $H$ in reciprocal units.

```lean
/-- The Boltzmann operator `exp(-β H)`. -/
def gibbs (H : Matrix n n ℂ) (β : ℝ) : Matrix n n ℂ :=
  NormedSpace.exp ((-(β : ℂ)) • H)
```

The ground-state conditions are assumed. The expression `star ψ ⬝ᵥ φ` is $\langle\psi,\varphi\rangle$, and `gap` expresses nondegeneracy: no independent state shares the lowest energy. Degenerate ground states are not covered.

```lean
/-- `ψ` is a normalized eigenvector of energy `E₀`, and every eigenvector that is not
proportional to `ψ` has a higher energy. -/
structure IsNondegenerateGround (H : Matrix n n ℂ) (E₀ : ℝ) (ψ : n → ℂ) : Prop where
  norm : star ψ ⬝ᵥ ψ = 1
  eigen : H *ᵥ ψ = (E₀ : ℂ) • ψ
  gap : ∀ (E : ℝ) (φ : n → ℂ), H *ᵥ φ = (E : ℂ) • φ → (¬ ∃ c : ℂ, φ = c • ψ) → E₀ < E
```

The two estimators are complex-valued: $O$ need not be Hermitian, and even for Hermitian $O$ the one-sided ratio can be complex, as it is in the two-level example with $r=(1,i)$ and $\beta>0$. The vector $r$ need not be normalised, because its scale cancels.

```lean
/-- The one-sided estimator `⟨r, exp(-βH) O r⟩ / ⟨r, exp(-βH) r⟩`. -/
def oneSided (H O : Matrix n n ℂ) (r : n → ℂ) (β : ℝ) : ℂ :=
  (star r ⬝ᵥ gibbs H β *ᵥ (O *ᵥ r)) / (star r ⬝ᵥ gibbs H β *ᵥ r)

/-- The estimator `⟨u, O w⟩ / ⟨u, w⟩` with `u = exp(-sβH) r` and `w = exp(-(1-s)βH) r`;
for `s = 1/2` it is the symmetrized estimator. -/
def splitEstimator (H O : Matrix n n ℂ) (r : n → ℂ) (s β : ℝ) : ℂ :=
  (star (gibbs H (s * β) *ᵥ r) ⬝ᵥ O *ᵥ (gibbs H ((1 - s) * β) *ᵥ r)) /
    (star (gibbs H (s * β) *ᵥ r) ⬝ᵥ (gibbs H ((1 - s) * β) *ᵥ r))
```

## Eigenvectors and the projection limit

The first lemma proves $A^kv=a^kv$ by induction, applies the exponential series to $v$ term by term, and identifies the two sums by uniqueness of limits. The second specialises it to $A=-\beta H$.

```lean
/-- The exponential of a matrix multiplies an eigenvector by the exponential of its
eigenvalue. -/
theorem exp_mulVec_eigenvector {A : Matrix n n ℂ} {v : n → ℂ} {a : ℂ}
    (h : A *ᵥ v = a • v) : NormedSpace.exp A *ᵥ v = Complex.exp a • v := by
  let : NormedRing (Matrix n n ℂ) := Matrix.linftyOpNormedRing
  let : NormedAlgebra ℂ (Matrix n n ℂ) := Matrix.linftyOpNormedAlgebra
  have hpow : ∀ k : ℕ, A ^ k *ᵥ v = a ^ k • v := by
    intro k
    induction k with
    | zero => simp
    | succ k ih =>
      rw [pow_succ, ← Matrix.mulVec_mulVec, h, Matrix.mulVec_smul, ih, smul_smul,
        pow_succ, mul_comm]
  -- apply the exponential series term by term to the eigenvector
  have h1 : HasSum (fun k : ℕ => ((k.factorial : ℂ)⁻¹) • A ^ k) (NormedSpace.exp A) :=
    NormedSpace.exp_series_hasSum_exp' A
  have h2 : HasSum (fun k : ℕ => ((k.factorial : ℂ)⁻¹) • a ^ k) (Complex.exp a) := by
    rw [Complex.exp_eq_exp_ℂ]
    exact NormedSpace.exp_series_hasSum_exp' a
  let L : Matrix n n ℂ →+ (n → ℂ) :=
    { toFun := fun M => M *ᵥ v
      map_zero' := Matrix.zero_mulVec v
      map_add' := fun M N => Matrix.add_mulVec M N v }
  have h3 := h1.map L (Continuous.matrix_mulVec continuous_id continuous_const)
  have h4 := h2.smul_const v
  refine HasSum.unique h3 ?_
  convert h4 using 1
  funext k
  change (((k.factorial : ℂ)⁻¹) • A ^ k) *ᵥ v = _
  rw [Matrix.smul_mulVec, hpow, smul_assoc]

/-- The Boltzmann operator multiplies an eigenvector of energy `E` by `exp(-βE)`. -/
theorem gibbs_mulVec {H : Matrix n n ℂ} {v : n → ℂ} {E : ℝ}
    (h : H *ᵥ v = (E : ℂ) • v) (β : ℝ) :
    gibbs H β *ᵥ v = Complex.exp (-(β : ℂ) * E) • v := by
  apply exp_mulVec_eigenvector
  rw [Matrix.smul_mulVec, h, smul_smul]
```

Orthogonality follows by moving $H$ across the inner product, which gives $(E-E_0)\langle\psi,\varphi\rangle=0$.

```lean
omit [DecidableEq n] in
/-- Eigenvectors of a Hermitian matrix with different energies are orthogonal. -/
theorem eigenvectors_orthogonal {H : Matrix n n ℂ} (hH : H.IsHermitian) {ψ φ : n → ℂ}
    {E₀ E : ℝ} (hψ : H *ᵥ ψ = (E₀ : ℂ) • ψ) (hφ : H *ᵥ φ = (E : ℂ) • φ) (hE : E ≠ E₀) :
    star ψ ⬝ᵥ φ = 0 := by
  have h1 : star ψ ⬝ᵥ H *ᵥ φ = star (H *ᵥ ψ) ⬝ᵥ φ := by
    rw [Matrix.star_mulVec, hH.eq, Matrix.dotProduct_mulVec]
  rw [hφ, hψ, dotProduct_smul, star_smul, smul_dotProduct] at h1
  simp only [smul_eq_mul, Complex.star_def, Complex.conj_ofReal] at h1
  have h2 : ((E : ℂ) - E₀) * (star ψ ⬝ᵥ φ) = 0 := by linear_combination h1
  exact (mul_eq_zero.mp h2).resolve_left (sub_ne_zero.mpr (by exact_mod_cast hE))
```

The projection theorem takes the eigenbasis from Mathlib's spectral theorem. Its intermediate claim `key` treats each basis vector separately, splitting on whether it is proportional to $\psi$: one branch is constant in $\beta$, the other decays by `gap`. Linearity then assembles the finite sum.

```lean
/-- In the limit `β → ∞`, imaginary-time evolution rescaled by `exp(βE₀)` projects any vector onto
the ground state. -/
theorem ground_projection {H : Matrix n n ℂ} (hH : H.IsHermitian) {E₀ : ℝ} {ψ : n → ℂ}
    (hg : IsNondegenerateGround H E₀ ψ) (r : n → ℂ) :
    Tendsto (fun β : ℝ => Complex.exp ((β * E₀ : ℝ) : ℂ) • (gibbs H β *ᵥ r)) atTop
      (𝓝 ((star ψ ⬝ᵥ r) • ψ)) := by
  -- expand the vector in the eigenbasis
  obtain ⟨E, v, c, hv, rfl⟩ : ∃ (E : n → ℝ) (v : n → n → ℂ) (c : n → ℂ),
      (∀ i, H *ᵥ v i = (E i : ℂ) • v i) ∧ r = ∑ i, c i • v i := by
    refine ⟨hH.eigenvalues, fun i => (hH.eigenvectorBasis i).ofLp,
      fun i => hH.eigenvectorBasis.repr (WithLp.toLp 2 r) i, fun i => ?_, ?_⟩
    · exact (hH.mulVec_eigenvectorBasis i).trans (by ext j; simp)
    · have h := congrArg (fun x : EuclideanSpace ℂ n => x.ofLp)
        (hH.eigenvectorBasis.sum_repr (WithLp.toLp 2 r))
      simpa only [WithLp.ofLp_sum, WithLp.ofLp_smul] using h.symm
  have key : ∀ i, Tendsto (fun β : ℝ => Complex.exp ((β * E₀ : ℝ) : ℂ) •
      (gibbs H β *ᵥ v i)) atTop (𝓝 ((star ψ ⬝ᵥ v i) • ψ)) := by
    intro i
    by_cases hp : ∃ a : ℂ, v i = a • ψ
    · -- the ground-state component is stationary
      obtain ⟨a, ha⟩ := hp
      have hc : ∀ β : ℝ, Complex.exp ((β * E₀ : ℝ) : ℂ) • (gibbs H β *ᵥ v i)
          = (star ψ ⬝ᵥ v i) • ψ := by
        intro β
        have he : Complex.exp ((β * E₀ : ℝ) : ℂ) * Complex.exp (-(β : ℂ) * E₀) = 1 := by
          rw [← Complex.exp_add, ← Complex.exp_zero]
          congr 1
          push_cast
          ring
        rw [ha, Matrix.mulVec_smul, gibbs_mulVec hg.eigen, dotProduct_smul, hg.norm,
          smul_smul, smul_smul, smul_eq_mul]
        congr 1
        linear_combination a * he
      simp only [hc]
      exact tendsto_const_nhds
    · -- excited components die out exponentially
      have hlt := hg.gap (E i) (v i) (hv i) hp
      have hexp : ∀ β : ℝ, Complex.exp ((β * E₀ : ℝ) : ℂ) • (gibbs H β *ᵥ v i)
          = Complex.exp ((β * (E₀ - E i) : ℝ) : ℂ) • v i := by
        intro β
        rw [gibbs_mulVec (hv i), smul_smul, ← Complex.exp_add]
        congr 2
        push_cast
        ring
      have hr : Tendsto (fun β : ℝ => Real.exp (β * (E₀ - E i))) atTop (𝓝 0) :=
        Real.tendsto_exp_atBot.comp
          (tendsto_id.atTop_mul_const_of_neg (by linarith))
      have hz : Tendsto (fun β : ℝ => ((Real.exp (β * (E₀ - E i)) : ℝ) : ℂ)) atTop
          (𝓝 ((0 : ℝ) : ℂ)) := (Complex.continuous_ofReal.tendsto 0).comp hr
      simp only [Complex.ofReal_exp, Complex.ofReal_zero] at hz
      have h := hz.smul_const (v i)
      rw [zero_smul] at h
      rw [eigenvectors_orthogonal hH hg.eigen (hv i) hlt.ne', zero_smul]
      simp only [hexp]
      exact h
  have hsum := tendsto_finsetSum Finset.univ (fun i _ => (key i).const_smul (c i))
  have e1 : (fun β : ℝ => Complex.exp ((β * E₀ : ℝ) : ℂ) • (gibbs H β *ᵥ ∑ i, c i • v i))
      = fun β : ℝ => ∑ i, c i • (Complex.exp ((β * E₀ : ℝ) : ℂ) • (gibbs H β *ᵥ v i)) := by
    funext β
    have h := map_sum (Matrix.mulVecLin (gibbs H β)) (fun i => c i • v i) Finset.univ
    simp only [Matrix.mulVecLin_apply] at h
    rw [h, Finset.smul_sum]
    refine Finset.sum_congr rfl fun i _ => ?_
    rw [Matrix.mulVec_smul, smul_comm]
  have e2 : (star ψ ⬝ᵥ ∑ i, c i • v i) • ψ = ∑ i, c i • ((star ψ ⬝ᵥ v i) • ψ) := by
    rw [dotProduct_sum, Finset.sum_smul]
    refine Finset.sum_congr rfl fun i _ => ?_
    rw [dotProduct_smul, smul_assoc]
  rw [e1, e2]
  exact hsum
```

## Limits of the quotients

Continuity of matrix elements carries the convergence of vectors over to the estimators.

```lean
omit [DecidableEq n] in
/-- Matrix elements `⟨f, O g⟩` converge when both vectors converge. -/
theorem tendsto_braket (O : Matrix n n ℂ) {f g : ℝ → n → ℂ} {a b : n → ℂ}
    (hf : Tendsto f atTop (𝓝 a)) (hg : Tendsto g atTop (𝓝 b)) :
    Tendsto (fun β => star (f β) ⬝ᵥ O *ᵥ g β) atTop (𝓝 (star a ⬝ᵥ O *ᵥ b)) := by
  have hc : Continuous fun p : (n → ℂ) × (n → ℂ) => star p.1 ⬝ᵥ O *ᵥ p.2 := by
    simp only [Matrix.mulVec, dotProduct, Pi.star_apply]
    fun_prop
  have h := (hc.tendsto (a, b)).comp (hf.prodMk_nhds hg)
  simpa only [Function.comp_def] using h
```

For the one-sided estimator, `lim` is used twice, with $Or$ in the numerator and $r$ in the denominator. The hypothesis `hr` is the overlap condition; it keeps the limiting denominator nonzero. The final line removes the factor $e^{\beta E_0}$.

```lean
/-- If `r` overlaps with the ground state, the one-sided estimator tends to `⟨ψ, O r⟩ / ⟨ψ, r⟩` as
`β → ∞`. -/
theorem oneSided_tendsto {H : Matrix n n ℂ} (hH : H.IsHermitian) {E₀ : ℝ} {ψ : n → ℂ}
    (hg : IsNondegenerateGround H E₀ ψ) (O : Matrix n n ℂ) {r : n → ℂ}
    (hr : star ψ ⬝ᵥ r ≠ 0) :
    Tendsto (oneSided H O r) atTop (𝓝 ((star ψ ⬝ᵥ O *ᵥ r) / (star ψ ⬝ᵥ r))) := by
  have hr' : star r ⬝ᵥ ψ ≠ 0 := by
    have h : star r ⬝ᵥ ψ = star (star ψ ⬝ᵥ r) := by simp [dotProduct, mul_comm]
    rw [h]
    exact star_ne_zero.mpr hr
  have lim := fun x : n → ℂ => tendsto_braket 1
    (tendsto_const_nhds (x := r)) (ground_projection hH hg x)
  simp only [Matrix.one_mulVec, dotProduct_smul, smul_eq_mul] at lim
  have q := (lim (O *ᵥ r)).div (lim r) (mul_ne_zero hr hr')
  rw [mul_div_mul_right _ _ hr'] at q
  -- the rescaling factor cancels in the quotient
  exact q.congr fun β => mul_div_mul_left _ _ (Complex.exp_ne_zero _)
```

For the split estimator, `proj` applies the projection theorem at the rescaled times $s\beta$ and $(1-s)\beta$, both of which tend to infinity. The lemma `scale` pulls the scalar factors out of the matrix elements so that they cancel.

```lean
/-- If `r` overlaps with the ground state and a fixed positive share of the imaginary time stands on
each side of `O`, then as `β → ∞` the estimator tends to the ground-state expectation value `⟨ψ, O
ψ⟩`. -/
theorem splitEstimator_tendsto {H : Matrix n n ℂ} (hH : H.IsHermitian) {E₀ : ℝ}
    {ψ : n → ℂ} (hg : IsNondegenerateGround H E₀ ψ) (O : Matrix n n ℂ) {r : n → ℂ}
    (hr : star ψ ⬝ᵥ r ≠ 0) {s : ℝ} (hs : 0 < s) (hs' : s < 1) :
    Tendsto (splitEstimator H O r s) atTop (𝓝 (star ψ ⬝ᵥ O *ᵥ ψ)) := by
  have scale : ∀ (M : Matrix n n ℂ) (a b : ℂ) (x y : n → ℂ),
      star (a • x) ⬝ᵥ M *ᵥ (b • y) = (star a * b) * (star x ⬝ᵥ M *ᵥ y) := by
    intro M a b x y
    rw [star_smul, smul_dotProduct, Matrix.mulVec_smul, dotProduct_smul, smul_eq_mul,
      smul_eq_mul, mul_assoc]
  have proj : ∀ t : ℝ, 0 < t → Tendsto (fun β : ℝ =>
      Complex.exp ((t * β * E₀ : ℝ) : ℂ) • (gibbs H (t * β) *ᵥ r)) atTop
      (𝓝 ((star ψ ⬝ᵥ r) • ψ)) := fun t ht =>
    (ground_projection hH hg r).comp (tendsto_id.const_mul_atTop ht)
  have lim := fun M : Matrix n n ℂ =>
    tendsto_braket M (proj s hs) (proj (1 - s) (by linarith))
  simp only [scale] at lim
  have den := lim 1
  simp only [Matrix.one_mulVec, hg.norm] at den
  have ha : star (star ψ ⬝ᵥ r) * (star ψ ⬝ᵥ r) ≠ 0 :=
    mul_ne_zero (star_ne_zero.mpr hr) hr
  have q := (lim O).div den (mul_ne_zero ha one_ne_zero)
  rw [mul_div_mul_left _ _ ha, div_one] at q
  exact q.congr fun β => mul_div_mul_left _ _
    (mul_ne_zero (star_ne_zero.mpr (Complex.exp_ne_zero _)) (Complex.exp_ne_zero _))
```

The next theorem characterises the operators for which the one-sided limit is right for every admissible $r$. In the forward direction, uniqueness of limits gives the identity for vectors with overlap, adding $\psi$ extends it to all vectors, and basis vectors then read off the entries of the row vector `star ψ ᵥ* O`.

```lean
/-- The one-sided estimator tends to `⟨ψ, O ψ⟩` for every `r` overlapping with the ground
state exactly when the bra `⟨ψ|` is a left eigenvector of `O` with eigenvalue `⟨ψ, O ψ⟩`. -/
theorem oneSided_unbiased_iff {H : Matrix n n ℂ} (hH : H.IsHermitian) {E₀ : ℝ}
    {ψ : n → ℂ} (hg : IsNondegenerateGround H E₀ ψ) (O : Matrix n n ℂ) :
    (∀ r : n → ℂ, star ψ ⬝ᵥ r ≠ 0 →
      Tendsto (oneSided H O r) atTop (𝓝 (star ψ ⬝ᵥ O *ᵥ ψ))) ↔
    star ψ ᵥ* O = (star ψ ⬝ᵥ O *ᵥ ψ) • star ψ := by
  constructor
  · intro h
    have h1 : ∀ r : n → ℂ, star ψ ⬝ᵥ r ≠ 0 →
        star ψ ⬝ᵥ O *ᵥ r = (star ψ ⬝ᵥ O *ᵥ ψ) * (star ψ ⬝ᵥ r) := fun r hr =>
      (div_eq_iff hr).mp (tendsto_nhds_unique (oneSided_tendsto hH hg O hr) (h r hr))
    have h2 : ∀ r : n → ℂ,
        star ψ ⬝ᵥ O *ᵥ r = (star ψ ⬝ᵥ O *ᵥ ψ) * (star ψ ⬝ᵥ r) := by
      intro r
      by_cases hr : star ψ ⬝ᵥ r = 0
      · -- a vector without overlap is reached by adding the ground state
        have h3 := h1 (r + ψ) (by rw [dotProduct_add, hr, hg.norm]; simp)
        rw [Matrix.mulVec_add, dotProduct_add, dotProduct_add, hg.norm] at h3
        linear_combination h3
      · exact h1 r hr
    funext j
    have h4 := h2 (Pi.single j 1)
    rw [Matrix.dotProduct_mulVec, dotProduct_single, dotProduct_single, mul_one,
      mul_one] at h4
    exact h4
  · intro h r hr
    have h1 := oneSided_tendsto hH hg O hr
    have h2 : star ψ ⬝ᵥ O *ᵥ r = (star ψ ⬝ᵥ O *ᵥ ψ) * (star ψ ⬝ᵥ r) := by
      rw [Matrix.dotProduct_mulVec (star ψ) O r, h, smul_dotProduct, smul_eq_mul]
    rwa [h2, mul_div_cancel_right₀ _ hr] at h1
```

The two-level example satisfies all the hypotheses, and its one-sided limit is $t$ for every complex $t$. The proof checks the ground-state conditions directly: an eigenvector not proportional to $(1,0)$ has a nonzero second component, which forces its energy to be 1.

```lean
/-- For the two-level Hamiltonian `diag(0, 1)` with ground state `(1, 0)`, the one-sided
estimator of the flip operator with `r = (1, t)` tends to `t`, for every complex `t`. -/
theorem twoLevel_witness :
    (!![0, 0; 0, 1] : Matrix (Fin 2) (Fin 2) ℂ).IsHermitian ∧
    IsNondegenerateGround !![0, 0; 0, 1] 0 ![1, 0] ∧
    ∀ t : ℂ, Tendsto (oneSided !![0, 0; 0, 1] !![0, 1; 1, 0] ![1, t]) atTop (𝓝 t) := by
  have hH : (!![0, 0; 0, 1] : Matrix (Fin 2) (Fin 2) ℂ).IsHermitian := by
    ext i j
    fin_cases i <;> fin_cases j <;> simp
  have hg : IsNondegenerateGround !![0, 0; 0, 1] 0 ![1, 0] := by
    refine ⟨by simp [dotProduct, Fin.sum_univ_two], ?_, ?_⟩
    · ext i
      fin_cases i <;> simp [Matrix.mulVec, dotProduct, Fin.sum_univ_two]
    · intro E φ hφ hp
      have h1 : φ 1 = (E : ℂ) * φ 1 := by
        have h := congrFun hφ 1
        simpa [Matrix.mulVec, dotProduct, Fin.sum_univ_two] using h
      have h2 : φ 1 ≠ 0 := by
        intro h0
        refine hp ⟨φ 0, ?_⟩
        ext i
        fin_cases i <;> simp [h0]
      have h3 : (E : ℂ) = 1 := mul_right_cancel₀ h2 (by rw [one_mul]; exact h1.symm)
      have h4 : E = 1 := by exact_mod_cast h3
      rw [h4]
      exact one_pos
  refine ⟨hH, hg, fun t => ?_⟩
  have h := oneSided_tendsto hH hg !![0, 1; 1, 0] (r := ![1, t])
    (by simp [dotProduct, Fin.sum_univ_two])
  have e : (star ![1, 0] ⬝ᵥ (!![0, 1; 1, 0] : Matrix (Fin 2) (Fin 2) ℂ) *ᵥ ![1, t]) /
      (star ![1, 0] ⬝ᵥ ![1, t]) = t := by
    simp [Matrix.mulVec, dotProduct, Fin.sum_univ_two]
  rwa [e] at h

end

end ThermalLanczosEstimators
```

```lean
#print axioms ThermalLanczosEstimators.splitEstimator_tendsto
#print axioms ThermalLanczosEstimators.oneSided_unbiased_iff
```

```
'ThermalLanczosEstimators.splitEstimator_tendsto' depends on axioms: [propext, Classical.choice, Quot.sound]
'ThermalLanczosEstimators.oneSided_unbiased_iff' depends on axioms: [propext, Classical.choice, Quot.sound]
```
